# Two noninteracting fragments with at least two levels each have the smaller fragment gap

## Does a distant partner change the excitation gap?

When I add a distant, noninteracting partner to a molecule, the lowest gap that my method gives may change. Is this an error of the method or a property of the Hamiltonian? I believe that the energies of the pair are exactly the sums of fragment energies, and that the lowest gap of the pair is therefore the smaller of the two fragment gaps. The product states clearly give such sums, but why are there no other eigenvalues? I would like to see a complete proof, checked by Lean.

## Every pair energy is a sum, and the cheaper excitation sets the gap

Let $A$ and $B$ be the finite Hamiltonian matrices of the fragments. The pair has the Hamiltonian $H = A\otimes 1 + 1\otimes B$, which acts on a wavefunction $\psi(i,j)$ as

$$(H\psi)(i,j)=\sum_k A_{ik}\,\psi(k,j)+\sum_l B_{jl}\,\psi(i,l).$$

**Sums are eigenvalues.** Let $Au=au$ and $Bv=bv$ with $u,v\neq0$. The product state $u_iv_j$ is nonzero, and $H$ multiplies it by $a+b$.

**Eigenvalues are sums.** Write $P=A\otimes1$ and $Q=1\otimes B$. They commute, since $PQ=QP=A\otimes B$. Let $z$ be an eigenvalue of $H=P+Q$. If $Hx=zx$, then $H(Px)=P(Hx)=z\,Px$, so $P$ maps the eigenspace of $z$ into itself. This is a nonzero finite-dimensional complex space, so it contains an eigenvector $\varphi$ of $P$, with $P\varphi=a\varphi$ and hence $Q\varphi=(z-a)\varphi$. Choose $(i,j)$ with $\varphi(i,j)\neq0$. The column $k\mapsto\varphi(k,j)$ is an eigenvector of $A$ with eigenvalue $a$, and the row $l\mapsto\varphi(i,l)$ is one of $B$ with eigenvalue $z-a$. Thus $z=a+(z-a)$ is a sum of the required kind.

**The gap.** Now let $A$ and $B$ be Hermitian. If $Av=zv$ with $v\ne0$, acting to the right and to the left in $v^\dagger Av$ gives $z\,v^\dagger v=\bar z\,v^\dagger v$, so $z$ is real. The eigenvalues are roots of the characteristic polynomial, so there are finitely many. If each fragment has at least two distinct ones, the two lowest levels $a_0<a_1$ and $b_0<b_1$ exist. Put

$$g=\min(a_1-a_0,\;b_1-b_0)>0.$$

The energy $a_0+b_0+g$ is either $a_1+b_0$ or $a_0+b_1$, so it occurs in the pair. Any pair energy is $E=a+b$. If $a=a_0$ and $b=b_0$, it is the ground energy. Otherwise at least one fragment is excited and the other is no lower than its ground level, so $E\ge a_0+b_0+g$.

### What the Lean statements say

The fragments' basis states are labelled by finite types `m` and `n`, and those of the pair by `m × n`. `pairHamiltonian A B` is $H$. `IsEigenvalue A z` means that some nonzero vector, not necessarily normalised, satisfies $Av=zv$. `LowestLevels A e₀ e₁` means that $e_0<e_1$ are real eigenvalues and that every real eigenvalue is either $e_0$ or at least $e_1$. Levels are distinct energies, so a degenerate ground state counts once.

`eigenvalue_pair_iff` describes the spectrum for arbitrary complex square matrices, Hermitian or not. `gap_size_intensive` assumes that both matrices are Hermitian and that each has two distinct eigenvalues. It supplies the lowest two levels of each fragment and states that those of the pair are $a_0+b_0$ and $a_0+b_0+g$. The definition leaves no freedom in these numbers: $e_0$ is the smallest real eigenvalue and $e_1$ the next.

For electronic structure, this gives an exact reference for testing a method, within a finite basis and for strictly noninteracting fragments: as long as each fragment keeps its electron number and all spin states are counted, the ground energies should add, and the lowest gap of the pair should be the smaller fragment gap. Size intensivity usually means that every excitation energy of a fragment is also one of the pair. For Hermitian fragments this follows from `eigenvalue_pair_iff`, with the partner left in its ground level; `gap_size_intensive` concerns the lowest gap only. The model has no antisymmetrisation between fragments. If each matrix describes a fixed electron number, charge-transfer states are also absent. A calculation that fixes only the total electron number can contain them, and one of them may lie below the excitations of both fragments. Spin matters too: two fragment triplets can couple to a singlet of the pair, which may lie below the excited singlets of both fragments.

```lean
import Mathlib

open Matrix
open scoped Kronecker ComplexOrder

namespace NoninteractingPair

variable {m n : Type*} [Fintype m] [DecidableEq m] [Fintype n] [DecidableEq n]

/-- The Hamiltonian `A ⊗ 1 + 1 ⊗ B` of two fragments that do not interact. -/
def pairHamiltonian (A : Matrix m m ℂ) (B : Matrix n n ℂ) : Matrix (m × n) (m × n) ℂ :=
  A ⊗ₖ (1 : Matrix n n ℂ) + (1 : Matrix m m ℂ) ⊗ₖ B

/-- The number `z` is an eigenvalue of `A`: some nonzero vector `v` satisfies `A v = z v`. -/
def IsEigenvalue (A : Matrix m m ℂ) (z : ℂ) : Prop :=
  ∃ v : m → ℂ, v ≠ 0 ∧ A *ᵥ v = z • v

/-- The real numbers `e₀ < e₁` are the two lowest distinct real eigenvalues of `A`. -/
def LowestLevels (A : Matrix m m ℂ) (e₀ e₁ : ℝ) : Prop :=
  IsEigenvalue A e₀ ∧ IsEigenvalue A e₁ ∧ e₀ < e₁ ∧
    ∀ E : ℝ, IsEigenvalue A E → E = e₀ ∨ e₁ ≤ E

omit [DecidableEq m] in
/-- The operator `A ⊗ 1` acts on the first index of a pair wavefunction only. -/
theorem left_action (A : Matrix m m ℂ) (ψ : m × n → ℂ) (i : m) (j : n) :
    ((A ⊗ₖ (1 : Matrix n n ℂ)) *ᵥ ψ) (i, j) = (A *ᵥ fun k => ψ (k, j)) i := by
  simp [Matrix.mulVec, dotProduct, Fintype.sum_prod_type, Matrix.one_apply]

omit [DecidableEq n] in
/-- The operator `1 ⊗ B` acts on the second index of a pair wavefunction only. -/
theorem right_action (B : Matrix n n ℂ) (ψ : m × n → ℂ) (i : m) (j : n) :
    (((1 : Matrix m m ℂ) ⊗ₖ B) *ᵥ ψ) (i, j) = (B *ᵥ fun l => ψ (i, l)) j := by
  simp [Matrix.mulVec, dotProduct, Fintype.sum_prod_type_right, Matrix.one_apply]

/-- If `P` and `Q` commute, each eigenvalue `z` of `P + Q` splits as `a + (z - a)` over a common
eigenvector of `P` and `Q`. -/
theorem common_eigenvector {P Q : Matrix m m ℂ} (hc : Q * P = P * Q) {z : ℂ}
    (h : IsEigenvalue (P + Q) z) :
    ∃ (a : ℂ) (φ : m → ℂ), φ ≠ 0 ∧ P *ᵥ φ = a • φ ∧ Q *ᵥ φ = (z - a) • φ := by
  obtain ⟨ψ, hψ0, hψ⟩ := h
  have hcomm : (P + Q) * P = P * (P + Q) := by rw [add_mul, mul_add, hc]
  -- `P` maps the eigenspace of the sum into itself
  have hmaps : ∀ x ∈ Module.End.eigenspace (Matrix.toLin' (P + Q)) z,
      Matrix.toLin' P x ∈ Module.End.eigenspace (Matrix.toLin' (P + Q)) z := by
    intro x hx
    rw [Module.End.mem_eigenspace_iff, Matrix.toLin'_apply] at hx
    rw [Module.End.mem_eigenspace_iff, Matrix.toLin'_apply, Matrix.toLin'_apply,
      Matrix.mulVec_mulVec, hcomm, ← Matrix.mulVec_mulVec, hx, Matrix.mulVec_smul]
  have : Nontrivial (Module.End.eigenspace (Matrix.toLin' (P + Q)) z) :=
    ⟨⟨ψ, Module.End.mem_eigenspace_iff.mpr hψ⟩, 0, fun h => hψ0 (congrArg Subtype.val h)⟩
  -- hence it has an eigenvector there
  obtain ⟨a, ha⟩ := Module.End.exists_eigenvalue ((Matrix.toLin' P).restrict hmaps)
  obtain ⟨φ, hφ⟩ := ha.exists_hasEigenvector
  have hP : P *ᵥ φ.1 = a • φ.1 := congrArg Subtype.val hφ.apply_eq_smul
  have hH : (P + Q) *ᵥ φ.1 = z • φ.1 := Module.End.mem_eigenspace_iff.mp φ.2
  refine ⟨a, φ.1, fun h => hφ.2 (Subtype.ext h), hP, ?_⟩
  rw [sub_smul, ← hP, ← hH, Matrix.add_mulVec, add_sub_cancel_left]

/-- The eigenvalues of the noninteracting pair are exactly the sums of an eigenvalue of one
fragment and an eigenvalue of the other. -/
theorem eigenvalue_pair_iff (A : Matrix m m ℂ) (B : Matrix n n ℂ) (z : ℂ) :
    IsEigenvalue (pairHamiltonian A B) z ↔
      ∃ a b : ℂ, IsEigenvalue A a ∧ IsEigenvalue B b ∧ z = a + b := by
  constructor
  · intro h
    have hc : ((1 : Matrix m m ℂ) ⊗ₖ B) * (A ⊗ₖ (1 : Matrix n n ℂ)) =
        (A ⊗ₖ (1 : Matrix n n ℂ)) * ((1 : Matrix m m ℂ) ⊗ₖ B) := by
      simp only [← Matrix.mul_kronecker_mul, Matrix.one_mul, Matrix.mul_one]
    obtain ⟨a, φ, hφ0, hP, hQ⟩ := common_eigenvector hc h
    obtain ⟨⟨i, j⟩, hij⟩ := Function.ne_iff.mp hφ0
    -- a nonzero column and a nonzero row are fragment eigenvectors
    refine ⟨a, z - a, ⟨fun k => φ (k, j), fun h => hij (congrFun h i), ?_⟩,
      ⟨fun l => φ (i, l), fun h => hij (congrFun h j), ?_⟩, by ring⟩
    · ext k
      rw [← left_action, hP]
      rfl
    · ext l
      rw [← right_action, hQ]
      rfl
  · rintro ⟨a, b, ⟨u, hu0, hu⟩, ⟨v, hv0, hv⟩, rfl⟩
    obtain ⟨i₀, hi⟩ := Function.ne_iff.mp hu0
    obtain ⟨j₀, hj⟩ := Function.ne_iff.mp hv0
    -- the product state is an eigenvector
    refine ⟨fun p => u p.1 * v p.2, fun h => mul_ne_zero hi hj (congrFun h (i₀, j₀)), ?_⟩
    ext ⟨i, j⟩
    have e1 : (fun k => u k * v j) = v j • u := by
      ext k
      simp [mul_comm]
    have e2 : (fun l => u i * v l) = u i • v := rfl
    unfold pairHamiltonian
    rw [Matrix.add_mulVec, Pi.add_apply, left_action, right_action]
    change (A *ᵥ fun k => u k * v j) i + (B *ᵥ fun l => u i * v l) j =
      (a + b) * (u i * v j)
    rw [e1, e2, Matrix.mulVec_smul, Matrix.mulVec_smul, hu, hv]
    simp only [Pi.smul_apply, smul_eq_mul]
    ring

omit [DecidableEq m] in
/-- Every eigenvalue of a Hermitian matrix is real. -/
theorem eigenvalue_real {A : Matrix m m ℂ} (hA : A.IsHermitian) {z : ℂ}
    (hz : IsEigenvalue A z) : (z.re : ℂ) = z := by
  obtain ⟨v, hv0, hv⟩ := hz
  have h1 := congrArg star hv
  rw [Matrix.star_mulVec, hA.eq, star_smul] at h1
  -- evaluate the expectation value by acting to the right and to the left
  have h2 := Matrix.dotProduct_mulVec (star v) A v
  rw [hv, h1, dotProduct_smul, smul_dotProduct, smul_eq_mul, smul_eq_mul] at h2
  have h3 : star v ⬝ᵥ v ≠ 0 := fun h => hv0 (dotProduct_star_self_eq_zero.mp h)
  exact Complex.conj_eq_iff_re.mp (mul_right_cancel₀ h3 h2).symm

/-- A Hermitian matrix with at least two distinct eigenvalues has a lowest level and a next
distinct level. -/
theorem exists_lowestLevels {A : Matrix m m ℂ} (hA : A.IsHermitian)
    (h : ∃ z w : ℂ, z ≠ w ∧ IsEigenvalue A z ∧ IsEigenvalue A w) :
    ∃ e₀ e₁ : ℝ, LowestLevels A e₀ e₁ := by
  obtain ⟨z, w, hzw, hz, hw⟩ := h
  -- eigenvalues are roots of the characteristic polynomial, so there are finitely many
  have hfin : {x : ℂ | IsEigenvalue A x}.Finite := by
    refine A.charpoly.roots.toFinset.finite_toSet.subset ?_
    rintro x ⟨v, hv0, hv⟩
    rw [Finset.mem_coe, Multiset.mem_toFinset, Polynomial.mem_roots A.charpoly_monic.ne_zero,
      Polynomial.IsRoot.def, Matrix.eval_charpoly, ← Matrix.exists_mulVec_eq_zero_iff]
    refine ⟨v, hv0, ?_⟩
    ext i
    simp [Matrix.sub_mulVec, hv, Matrix.scalar_apply]
  have hS : {E : ℝ | IsEigenvalue A (E : ℂ)}.Finite := by
    have hpre : (Complex.ofReal ⁻¹' {x : ℂ | IsEigenvalue A x}).Finite :=
      Set.Finite.preimage Complex.ofReal_injective.injOn hfin
    exact hpre
  have hz' : IsEigenvalue A (z.re : ℂ) := by rwa [eigenvalue_real hA hz]
  have hw' : IsEigenvalue A (w.re : ℂ) := by rwa [eigenvalue_real hA hw]
  have hne : z.re ≠ w.re := fun h => hzw (by
    rw [← eigenvalue_real hA hz, ← eigenvalue_real hA hw, h])
  obtain ⟨e₀, h0, hmin⟩ := Set.exists_min_image _ id hS ⟨z.re, hz'⟩
  have hT : ({E : ℝ | IsEigenvalue A (E : ℂ)} \ {e₀}).Nonempty := by
    by_cases hze : z.re = e₀
    · exact ⟨w.re, hw', fun hwe => hne (hze.trans (Set.mem_singleton_iff.mp hwe).symm)⟩
    · exact ⟨z.re, hz', hze⟩
  obtain ⟨e₁, h1, hmin1⟩ := Set.exists_min_image _ id (hS.subset Set.sdiff_subset) hT
  refine ⟨e₀, e₁, h0, h1.1, lt_of_le_of_ne (hmin e₁ h1.1) (fun h => h1.2 h.symm), ?_⟩
  intro E hE
  by_cases hEe : E = e₀
  · exact Or.inl hEe
  · exact Or.inr (hmin1 E ⟨hE, hEe⟩)

/-- For Hermitian fragments with at least two distinct eigenvalues each, the gap between the two
lowest distinct levels of the pair is the smaller fragment gap. -/
theorem gap_size_intensive {A : Matrix m m ℂ} {B : Matrix n n ℂ}
    (hA : A.IsHermitian) (hB : B.IsHermitian)
    (hA2 : ∃ z w : ℂ, z ≠ w ∧ IsEigenvalue A z ∧ IsEigenvalue A w)
    (hB2 : ∃ z w : ℂ, z ≠ w ∧ IsEigenvalue B z ∧ IsEigenvalue B w) :
    ∃ a₀ a₁ b₀ b₁ : ℝ, LowestLevels A a₀ a₁ ∧ LowestLevels B b₀ b₁ ∧
      LowestLevels (pairHamiltonian A B) (a₀ + b₀)
        (a₀ + b₀ + min (a₁ - a₀) (b₁ - b₀)) := by
  obtain ⟨a₀, a₁, hLA⟩ := exists_lowestLevels hA hA2
  obtain ⟨b₀, b₁, hLB⟩ := exists_lowestLevels hB hB2
  refine ⟨a₀, a₁, b₀, b₁, hLA, hLB, ?_⟩
  obtain ⟨ha0, ha1, hal, ha⟩ := hLA
  obtain ⟨hb0, hb1, hbl, hb⟩ := hLB
  have key : ∀ a b E : ℝ, IsEigenvalue A (a : ℂ) → IsEigenvalue B (b : ℂ) → E = a + b →
      IsEigenvalue (pairHamiltonian A B) (E : ℂ) := fun a b E h h' hE =>
    (eigenvalue_pair_iff A B _).mpr ⟨a, b, h, h', by rw [hE, Complex.ofReal_add]⟩
  refine ⟨key a₀ b₀ _ ha0 hb0 rfl, ?_, ?_, ?_⟩
  · -- excite the fragment with the smaller gap
    rcases le_total (a₁ - a₀) (b₁ - b₀) with h | h
    · exact key a₁ b₀ _ ha1 hb0 (by rw [min_eq_left h]; ring)
    · exact key a₀ b₁ _ ha0 hb1 (by rw [min_eq_right h]; ring)
  · have := lt_min (sub_pos.mpr hal) (sub_pos.mpr hbl)
    linarith
  · intro E hE
    obtain ⟨a, b, hea, heb, hab⟩ := (eigenvalue_pair_iff A B _).mp hE
    have har := eigenvalue_real hA hea
    have hbr : b = ((E - a.re : ℝ) : ℂ) := by
      rw [Complex.ofReal_sub, har, hab]
      ring
    rw [← har] at hea
    rw [hbr] at heb
    have hl := min_le_left (a₁ - a₀) (b₁ - b₀)
    have hr := min_le_right (a₁ - a₀) (b₁ - b₀)
    rcases ha _ hea with h | h <;> rcases hb _ heb with h' | h'
    · left; linarith
    all_goals right; linarith

end NoninteractingPair
```

```lean
#print axioms NoninteractingPair.gap_size_intensive
```

```
'NoninteractingPair.gap_size_intensive' depends on axioms: [propext, Classical.choice, Quot.sound]
```

### From the matrices to the checked proof

`left_action` and `right_action` are the two terms of the formula for $H\psi$. `common_eigenvector` is the commuting-operator step: `hmaps` shows that the eigenspace is invariant, and `Module.End.exists_eigenvalue` finds an eigenvalue of the restricted operator. In `eigenvalue_pair_iff`, the first direction reads off the column and row of $\varphi$, and the second inserts the product state.

`eigenvalue_real` compares the two evaluations of $v^\dagger Av$ and cancels the nonzero factor $v^\dagger v$. `exists_lowestLevels` gets finiteness from the characteristic polynomial, takes the minimum of the real eigenvalues, removes it, and takes the minimum again.

In `gap_size_intensive`, `le_total` decides which fragment is cheaper to excite. For the lower bound, `rcases` splits into four cases, according to whether each fragment is in its ground level, and `linarith` settles the inequalities.

### Without Hermiticity, and a result on energy differences

Hermiticity matters for the gap. Take $A=\mathrm{diag}(0,1,i)$ and $B=\mathrm{diag}(0,1,\tfrac12-i)$. The two lowest real eigenvalues of each are $0$ and $1$, but the pair also has the real eigenvalue $i+(\tfrac12-i)=\tfrac12$. Its gap between real levels is $\tfrac12$, although both fragment gaps are $1$.

The same spectral argument with $B=-A^{\mathsf T}$ concerns the commutator $X\mapsto AX-XA$, written as a matrix acting on the entries $X_{ij}$. Its eigenvalues are exactly the differences $a-a'$ of eigenvalues of $A$. For a finite Hamiltonian these are the transition energies with both signs, together with zero.
